# For a finite Hermitian matrix H and Im z > 0, −i times the integral of exp(izt) exp(−iHt) over t > 0 is (z − H)⁻¹

## Is the damped transform of exp(−iHt) really the resolvent?

I model the Hamiltonian as a finite Hermitian matrix H with ħ = 1, and I read the transform of its propagator entry by entry, as ordinary complex integrals over t > 0. The relation I keep using is then

−i ∫₀^∞ exp(izt) exp(−iHt) dt = (z − H)⁻¹, Im z > 0.

I usually justify it by treating H as a number and dropping the upper limit. I would like a rigorous proof, checked by machine, that the integrals converge and that they give the true inverse matrix. I would also like to know whether Im z > 0 is exactly the right condition.

## Yes, and for a nonempty basis Im z > 0 is exactly the condition for all entries to converge

Treating H as a number is justified once H is diagonalised, because the matrix identity then splits into one scalar integral per energy.

### One decaying exponential per energy

Let k label the eigenstates and E_k their real energies. Let V be the unitary matrix whose column k is the normalised eigenvector k, and V† its conjugate transpose. Then

H = V diag(E_k) V†, V†V = VV† = 1.

In any power of H the inner factors V†V cancel, so H^m = V diag(E_k^m) V†. Summing the exponential series gives

exp(−iHt) = V diag(exp(−iE_k t)) V†.

Take the entry in row i and column j and multiply by exp(izt). As an index, i labels a row; elsewhere it is the imaginary unit. The result is

exp(izt) [exp(−iHt)]_ij = Σ_k V_ik conj(V_jk) exp(i(z − E_k)t).

Since E_k is real, each exponential has modulus exp(−t Im z), which is integrable over t > 0 when Im z > 0. A finite sum of integrable functions is integrable, and it may be integrated term by term. Up to a finite time T,

∫₀^T exp(i(z − E_k)t) dt = (exp(i(z − E_k)T) − 1) / (i(z − E_k)).

The exponential at T vanishes as T → ∞, which leaves −1/(i(z − E_k)) = i/(z − E_k). Multiplying by −i gives 1/(z − E_k), so

−i ∫₀^∞ exp(izt) [exp(−iHt)]_ij dt = Σ_k V_ik conj(V_jk) / (z − E_k).

The right-hand side is the (i, j) entry of V diag(1/(z − E_k)) V†. This matrix is the inverse of z − H, because z − H = V diag(z − E_k) V† and therefore

(z − H) V diag(1/(z − E_k)) V† = V diag(1) V† = 1.

No denominator vanishes, since z is off the real axis and every E_k is on it.

### Why convergence of all entries forces Im z > 0

Suppose that there is at least one basis state and that all entries are integrable. Pick an eigenvector k and form its expectation value:

Σ_j Σ_i conj(V_ik) exp(izt) [exp(−iHt)]_ij V_jk = exp(i(z − E_k)t).

The left-hand side is a finite combination of integrable functions, so the right-hand side is integrable too. Its modulus is exp(−t Im z). If Im z ≤ 0, this is at least 1 for all t > 0, so the integral of the modulus is infinite and the function is not integrable. Here, as in Lean, integrable means that the modulus has a finite integral. The limit T → ∞ of the integral up to T does not exist either: for z = E_k that integral equals T, and otherwise the formula above contains exp(i(z − E_k)T), which has no limit when Im z ≤ 0.

### What the Lean definitions and theorems say

The finite type `n` labels an orthonormal basis, and `Matrix n n ℂ` holds operators in that basis. `propagator H t` is the matrix exponential of −iHt for real `t`. `greenMatrix H z` is the matrix inverse of z·1 − H. The range `Ioi 0` is the open half-line t > 0; it plays the part of the step function in the retarded propagator −iθ(t) exp(−iHt).

`IsEigensystem H V E` says that V†V = 1 and H = V diag(E) V† with real energies `E`. It is not an extra assumption in the main results, since `exists_eigensystem` supplies it for every Hermitian matrix. `isEigensystem_witness` gives a non-diagonal two-level example with energies 1 and −1.

The main theorem, `retarded_transform`, assumes `H.IsHermitian` and `0 < z.im`. For every `i` and `j` it states that the damped entry is integrable over t > 0, and that −i times its integral equals `greenMatrix H z i j`. Writing z = ω + iη, the hypothesis is η > 0: a damping factor exp(−ηt) that broadens each level in frequency.

`mul_greenMatrix` states that, for Hermitian H, z − H times the Green's matrix is 1 whenever Im z ≠ 0. Integrability and invertibility are stated explicitly because Lean gives the value 0 both to the integral of a non-integrable function and to the inverse of a singular matrix. `integrable_iff` says that, for Hermitian H and nonempty `n`, all entries are integrable exactly when Im z > 0.

The results concern a time-independent H of finite size. They do not treat continuous spectra, the limit η → 0, non-orthogonal basis sets or the advanced transform for Im z < 0. For a non-interacting model with a finite Hamiltonian matrix, such as a tight-binding cluster, they connect damped real-time propagation with the Green's matrix at complex frequency.

### The complete Lean file

```lean
import Mathlib

open Matrix MeasureTheory Set NormedSpace
open Complex (I)

namespace RetardedPropagator

noncomputable section

variable {n : Type*} [Fintype n] [DecidableEq n]

/-- The propagator `exp(-iHt)` of the Hamiltonian matrix `H`, with `ħ = 1`. -/
def propagator (H : Matrix n n ℂ) (t : ℝ) : Matrix n n ℂ :=
  NormedSpace.exp ((-(I * t)) • H)

/-- The Green's matrix `(z - H)⁻¹`, for `z` outside the spectrum of `H`. -/
def greenMatrix (H : Matrix n n ℂ) (z : ℂ) : Matrix n n ℂ :=
  (z • (1 : Matrix n n ℂ) - H)⁻¹

/-- The columns of the unitary matrix `V` are eigenvectors of `H` with real energies `E`:
`H = V diag(E) V†`. -/
def IsEigensystem (H V : Matrix n n ℂ) (E : n → ℝ) : Prop :=
  Vᴴ * V = 1 ∧ H = V * diagonal (fun k => (E k : ℂ)) * Vᴴ

/-- A real two-level Hamiltonian with energies `1` and `-1`, and its eigensystem. -/
theorem isEigensystem_witness :
    IsEigensystem !![-7/25, 24/25; 24/25, 7/25] !![3/5, -4/5; 4/5, 3/5] ![1, -1] := by
  have h3 : (starRingEnd ℂ) 3 = 3 := Complex.ext (by simp) (by simp)
  have h4 : (starRingEnd ℂ) 4 = 4 := Complex.ext (by simp) (by simp)
  have h5 : (starRingEnd ℂ) 5 = 5 := Complex.ext (by simp) (by simp)
  constructor <;> ext i j <;> fin_cases i <;> fin_cases j <;>
    simp [Matrix.mul_apply, Fin.sum_univ_succ, Matrix.vecMul_diagonal, h3, h4, h5] <;>
    norm_num

/-- Every Hermitian matrix has an eigensystem. -/
theorem exists_eigensystem {H : Matrix n n ℂ} (hH : H.IsHermitian) :
    ∃ V E, IsEigensystem H V E := by
  refine ⟨(hH.eigenvectorUnitary : Matrix n n ℂ), hH.eigenvalues,
    Matrix.mem_unitaryGroup_iff'.1 hH.eigenvectorUnitary.2, ?_⟩
  have h := hH.spectral_theorem
  rw [Unitary.conjStarAlgAut_apply] at h
  exact h

/-- The entries of `V diag(d) V†`, for any square matrix `V`, as a sum over the index `k` of `d`. -/
theorem sum_over_states (V : Matrix n n ℂ) (d : n → ℂ) (i j : n) :
    (V * diagonal d * Vᴴ) i j = ∑ k, V i k * d k * star (V j k) := by
  rw [Matrix.mul_apply]
  exact Finset.sum_congr rfl fun k _ => by
    rw [Matrix.mul_diagonal, Matrix.conjTranspose_apply]

/-- In the eigenbasis of `H` the propagator is the diagonal matrix of phases `exp(-iEt)`. -/
theorem propagator_spectral {H V : Matrix n n ℂ} {E : n → ℝ} (h : IsEigensystem H V E)
    (t : ℝ) :
    propagator H t = V * diagonal (fun k => Complex.exp (-(I * t) * E k)) * Vᴴ := by
  obtain ⟨hV, hH⟩ := h
  have hinv : V⁻¹ = Vᴴ := Matrix.inv_eq_left_inv hV
  have hu : IsUnit V := ⟨⟨V, Vᴴ, mul_eq_one_comm.1 hV, hV⟩, rfl⟩
  have hd : diagonal (fun k => -(I * t) * (E k : ℂ))
      = (-(I * t)) • diagonal (fun k => (E k : ℂ)) := by
    ext a b
    by_cases hab : a = b
    · subst hab; simp
    · simp [hab]
  have e : (-(I * t)) • H = V * diagonal (fun k => -(I * t) * (E k : ℂ)) * V⁻¹ := by
    rw [hinv, hd, hH, Matrix.mul_smul, Matrix.smul_mul]
  have hexp : NormedSpace.exp (fun k => -(I * t) * (E k : ℂ))
      = fun k => Complex.exp (-(I * t) * E k) := by
    funext k
    rw [Complex.exp_eq_exp_ℂ]
    exact NormedSpace.map_exp (Pi.evalRingHom (fun _ : n => ℂ) k) (continuous_apply k) _
  rw [propagator, e, Matrix.exp_conj _ _ hu, Matrix.exp_diagonal, hinv, hexp]

/-- Spectral representation: if `z` is none of the energies, `z - H` is invertible and its
inverse is diagonal in the eigenbasis, with entries `1/(z - E)`. -/
theorem greenMatrix_spectral {H V : Matrix n n ℂ} {E : n → ℝ} (h : IsEigensystem H V E)
    {z : ℂ} (hz : ∀ k, z - E k ≠ 0) :
    (z • (1 : Matrix n n ℂ) - H) * greenMatrix H z = 1 ∧
      greenMatrix H z = V * diagonal (fun k => 1 / (z - E k)) * Vᴴ := by
  obtain ⟨hV, hH⟩ := h
  have hV' : V * Vᴴ = 1 := mul_eq_one_comm.1 hV
  have hd : diagonal (fun k => z - (E k : ℂ))
      = z • (1 : Matrix n n ℂ) - diagonal (fun k => (E k : ℂ)) := by
    ext a b
    by_cases hab : a = b
    · subst hab; simp
    · simp [hab]
  have e : z • (1 : Matrix n n ℂ) - H = V * diagonal (fun k => z - (E k : ℂ)) * Vᴴ := by
    rw [hd, hH, Matrix.mul_sub, Matrix.sub_mul, Matrix.mul_smul, Matrix.smul_mul,
      Matrix.mul_one, hV']
  have hdd : diagonal (fun k => z - (E k : ℂ)) * diagonal (fun k => 1 / (z - (E k : ℂ)))
      = 1 := by
    rw [Matrix.diagonal_mul_diagonal, ← Matrix.diagonal_one]
    congr 1
    funext k
    exact mul_one_div_cancel (hz k)
  have hm : (z • (1 : Matrix n n ℂ) - H) *
      (V * diagonal (fun k => 1 / (z - (E k : ℂ))) * Vᴴ) = 1 := by
    rw [e]
    calc _ = V * (diagonal (fun k => z - (E k : ℂ)) * (Vᴴ * V) *
          diagonal (fun k => 1 / (z - (E k : ℂ)))) * Vᴴ := by simp only [Matrix.mul_assoc]
      _ = 1 := by rw [hV, Matrix.mul_one, hdd, Matrix.mul_one, hV']
  have hg := Matrix.inv_eq_right_inv hm
  exact ⟨by rw [greenMatrix, hg, hm], hg⟩

/-- A complex number off the real axis differs from every real energy. -/
theorem sub_energy_ne_zero {z : ℂ} (hz : z.im ≠ 0) (x : ℝ) : z - x ≠ 0 := by
  intro h
  apply hz
  simpa using congrArg Complex.im h

/-- For Hermitian `H` and `z` off the real axis, the Green's matrix inverts `z - H`. -/
theorem mul_greenMatrix {H : Matrix n n ℂ} (hH : H.IsHermitian) {z : ℂ} (hz : z.im ≠ 0) :
    (z • (1 : Matrix n n ℂ) - H) * greenMatrix H z = 1 := by
  obtain ⟨V, E, h⟩ := exists_eigensystem hH
  exact (greenMatrix_spectral h fun k => sub_energy_ne_zero hz (E k)).1

/-- For Hermitian `H` and `Im z > 0`, each entry of `exp(izt) exp(-iHt)` is integrable over
`t > 0`, and `-i` times its integral is the entry of `(z - H)⁻¹`. -/
theorem retarded_transform {H : Matrix n n ℂ} (hH : H.IsHermitian) {z : ℂ}
    (hz : 0 < z.im) (i j : n) :
    IntegrableOn (fun t : ℝ => Complex.exp (I * z * t) * propagator H t i j) (Ioi 0) ∧
      -I * ∫ t in Ioi (0 : ℝ), Complex.exp (I * z * t) * propagator H t i j
        = greenMatrix H z i j := by
  obtain ⟨V, E, h⟩ := exists_eigensystem hH
  have hne := fun k => sub_energy_ne_zero hz.ne' (E k)
  -- each entry is a finite sum of decaying exponentials
  have key : ∀ t : ℝ, Complex.exp (I * z * t) * propagator H t i j
      = ∑ k, (V i k * star (V j k)) * Complex.exp (I * (z - E k) * t) := by
    intro t
    rw [propagator_spectral h, sum_over_states, Finset.mul_sum]
    refine Finset.sum_congr rfl fun k _ => ?_
    have : Complex.exp (I * (z - E k) * t)
        = Complex.exp (I * z * t) * Complex.exp (-(I * t) * E k) := by
      rw [← Complex.exp_add]
      congr 1
      ring
    rw [this]
    ring
  have hre : ∀ k, (I * (z - E k)).re < 0 := fun k => by simpa using hz
  have hi : ∀ k, Integrable (fun t : ℝ => (V i k * star (V j k)) *
      Complex.exp (I * (z - E k) * t)) (volume.restrict (Ioi 0)) := fun k =>
    Integrable.const_mul (integrableOn_exp_mul_complex_Ioi (hre k) 0) _
  simp only [key]
  refine ⟨integrable_finsetSum _ fun k _ => hi k, ?_⟩
  rw [integral_finsetSum _ (fun k _ => hi k), (greenMatrix_spectral h hne).2,
    sum_over_states, Finset.mul_sum]
  refine Finset.sum_congr rfl fun k _ => ?_
  rw [integral_const_mul, integral_exp_mul_complex_Ioi (hre k)]
  simp only [Complex.ofReal_zero, mul_zero, Complex.exp_zero]
  have hI := Complex.I_ne_zero
  have hk := hne k
  have hs : -I * (-1 / (I * (z - E k))) = 1 / (z - E k) := by field_simp
  linear_combination (V i k * star (V j k)) * hs

/-- Sharpness: for Hermitian `H` on a nonempty set of states, all entries of
`exp(izt) exp(-iHt)` are integrable over `t > 0` exactly when `Im z > 0`. -/
theorem integrable_iff [Nonempty n] {H : Matrix n n ℂ} (hH : H.IsHermitian) (z : ℂ) :
    (∀ i j, IntegrableOn (fun t : ℝ => Complex.exp (I * z * t) * propagator H t i j)
      (Ioi 0)) ↔ 0 < z.im := by
  refine ⟨fun hint => ?_, fun hz i j => (retarded_transform hH hz i j).1⟩
  by_contra hz
  obtain ⟨V, E, h⟩ := exists_eigensystem hH
  obtain ⟨k⟩ := ‹Nonempty n›
  -- the expectation value in the eigenvector `k` is a single exponential
  have hg : Integrable (fun t : ℝ => ∑ j, (∑ i, star (V i k) *
      (Complex.exp (I * z * t) * propagator H t i j)) * V j k)
      (volume.restrict (Ioi 0)) :=
    integrable_finsetSum _ fun j _ => Integrable.mul_const
      (integrable_finsetSum _ fun i _ => Integrable.const_mul (hint i j) _) _
  have e : ∀ t : ℝ, ∑ j, (∑ i, star (V i k) *
      (Complex.exp (I * z * t) * propagator H t i j)) * V j k
      = Complex.exp (I * z * t + -(I * t) * E k) := by
    intro t
    have hD : Vᴴ * propagator H t * V
        = diagonal (fun k => Complex.exp (-(I * t) * E k)) := by
      rw [propagator_spectral h]
      calc _ = (Vᴴ * V) * diagonal (fun k => Complex.exp (-(I * t) * E k)) * (Vᴴ * V) := by
            simp only [Matrix.mul_assoc]
        _ = _ := by rw [h.1, Matrix.one_mul, Matrix.mul_one]
    have hk := congrFun (congrFun hD k) k
    simp only [Matrix.mul_apply, Matrix.conjTranspose_apply, Matrix.diagonal_apply_eq] at hk
    rw [Complex.exp_add, ← hk, Finset.mul_sum]
    refine Finset.sum_congr rfl fun j _ => ?_
    rw [← mul_assoc, Finset.mul_sum]
    congr 1
    exact Finset.sum_congr rfl fun i _ => by ring
  simp only [e] at hg
  -- its modulus is at least one, so the constant one would be integrable
  have h1 : IntegrableOn (fun _ : ℝ => (1 : ℝ)) (Ioi 0) := by
    refine Integrable.mono' hg.norm aestronglyMeasurable_const
      ((ae_restrict_iff' measurableSet_Ioi).2 (ae_of_all _ fun t ht => ?_))
    have ht' : 0 < t := ht
    have hr : (I * z * t + -(I * t) * E k).re = -z.im * t := by simp
    rw [Complex.norm_exp, hr, norm_one]
    exact Real.one_le_exp (mul_nonneg (by linarith) ht'.le)
  simp [integrableOn_const_iff, Real.volume_Ioi] at h1

end

end RetardedPropagator
```

```lean
#print axioms RetardedPropagator.mul_greenMatrix
#print axioms RetardedPropagator.integrable_iff
```

```
'RetardedPropagator.mul_greenMatrix' depends on axioms: [propext, Classical.choice, Quot.sound]
'RetardedPropagator.integrable_iff' depends on axioms: [propext, Classical.choice, Quot.sound]
```

### From the eigensystem to the integral in Lean

`exists_eigensystem` takes V and E from Mathlib's spectral theorem. `sum_over_states` writes an entry of V diag(d) V† as the sum over `k` used above.

`propagator_spectral` is the step from H to the phases. Instead of summing the series by hand, it uses `Matrix.exp_conj`, which moves the exponential through the change of basis, and `Matrix.exp_diagonal`, which reduces it to the diagonal. The auxiliary statement `hexp` identifies the result with the ordinary complex exponential of each entry.

`greenMatrix_spectral` multiplies z − H by the proposed inverse. Its `calc` block regroups the product so that V†V appears in the middle and becomes 1. `Matrix.inv_eq_right_inv` then identifies the proposed matrix with `greenMatrix H z`. The condition that z differs from every energy comes from `sub_energy_ne_zero`, by comparing imaginary parts.

In `retarded_transform`, the statement `key` is the expansion of the damped entry into exponentials. `hre` records that the real part of i(z − E_k) is −Im z, hence negative, and `hi` deduces that each term is integrable. After `integral_finsetSum` exchanges sum and integral, `integral_exp_mul_complex_Ioi` evaluates each term. The identity `hs` is the last scalar step, −i · (−1/(i(z − E_k))) = 1/(z − E_k).

`integrable_iff` gets one direction from the main theorem. For the other it assumes that Im z is not positive and builds the expectation value in eigenvector `k`. `hg` shows that this is integrable, and `e` shows that it is a single exponential. `Integrable.mono'` compares it with the constant 1, which would then be integrable over a half-line of infinite length. That is the contradiction.

### A growing state, and an entry that is always zero

Without Hermiticity the transform can diverge even though the resolvent exists. Take the 1 × 1 matrix H = (2i) and z = i. Then exp(−iHt) = exp(2t) and exp(izt) = exp(−t), so the integrand is exp(t), which is not integrable over t > 0. Yet (z − H)⁻¹ = 1/(−i) = i is perfectly finite. The damping in z is too weak for a state that grows in time, and real energies exclude such growth.

A mistake that comes readily when stating the converse is to claim it for each entry separately. If H is diagonal with two or more states, every off-diagonal entry of the propagator is zero at all times, and so it is integrable for every z, including real z. The equivalence can therefore fail for a single off-diagonal entry, which is why the quantifier `∀ i j` stands inside the left-hand side of `integrable_iff`.
